# Four one-index contractions give the same orbital integrals as the fourfold sum, with at most $4N^5$ multiplications when $M \le N$

Take two basis functions and one orbital. The orbital integral is a sum of 16 terms, each a product of four coefficients and one basis-function integral, so I count $16 \cdot 4 = 64$ multiplications. If I sum over the first index alone, I get 8 partial sums with 2 multiplications each. Doing the same for the second, third and fourth index costs 8, 4 and 2 more. That makes 30 in total, for the same number.

With $N$ basis functions and $M$ orbitals, the direct formula has $N^4$ terms for each of $M^4$ integrals. With $M = N$ that is an eighth power, yet the transformation is said to scale as the fifth. How can three powers disappear when nothing is approximated? And does it still work if the four coefficient matrices differ, for instance because some are conjugated?

## Each partial sum is computed once and can serve many integrals

Nothing is approximated, and the four matrices may be different. In the small example there is only one integral, so no partial sum is reused, and the saving comes from factoring coefficients out of the sums. The three powers disappear because the partial sums are also stored and reused. Once the first index has been summed, the result depends on only one orbital index, so it serves every choice of the other three.

Let $V_{\mu\nu\kappa\sigma}$ be the integrals over basis functions and $C_1,\dots,C_4$ the $N \times M$ coefficient matrices. Greek indices run over basis functions, and $p,q,r,s$ over orbitals. The four steps are

$$T^{(1)}_{\nu\kappa\sigma p} = \sum_\mu (C_1)_{\mu p} V_{\mu\nu\kappa\sigma}, \qquad T^{(2)}_{\kappa\sigma pq} = \sum_\nu (C_2)_{\nu q} T^{(1)}_{\nu\kappa\sigma p},$$

$$T^{(3)}_{\sigma pqr} = \sum_\kappa (C_3)_{\kappa r} T^{(2)}_{\kappa\sigma pq}, \qquad T^{(4)}_{pqrs} = \sum_\sigma (C_4)_{\sigma s} T^{(3)}_{\sigma pqr}.$$

Each step removes the first index and appends an orbital index at the end, so after four steps the order is $p,q,r,s$. Inserting each array into the next and multiplying out gives

$$T^{(4)}_{pqrs} = \sum_\sigma \sum_\kappa \sum_\nu \sum_\mu (C_4)_{\sigma s} (C_3)_{\kappa r} (C_2)_{\nu q} (C_1)_{\mu p} V_{\mu\nu\kappa\sigma}.$$

Finite sums may be reordered and the factors commute, so this is the direct sum

$$\sum_\mu \sum_\nu \sum_\kappa \sum_\sigma (C_1)_{\mu p} (C_2)_{\nu q} (C_3)_{\kappa r} (C_4)_{\sigma s} V_{\mu\nu\kappa\sigma}.$$

For the cost, every entry of every $T^{(k)}$ takes $N$ multiplications. The four arrays have $N^3M$, $N^2M^2$, $NM^3$ and $M^4$ entries, so the total is

$$N^4M + N^3M^2 + N^2M^3 + NM^4.$$

If $M \le N$, each term is at most $N^5$, which gives the bound $4N^5$. If $M < N$, then $N > 0$ and the first term is strictly below $N^5$, so the total is strictly below $4N^5$. If $M = N$, the total equals $4N^5$.

The direct algorithm computes $M^4$ integrals from $N^4$ terms with four multiplications each, hence $4N^4M^4$. If $N$ or $M$ is zero, both totals vanish. Otherwise each of the four terms above is at most $N^4M^4$, so the stepwise total is never larger. For $N = M = 1$ both are 4.

## What is counted, and for which algorithms

In the Lean file below, a `Counted` value is a result `val` with a number `mults` of multiplications. `Counted.mul` adds one to the counts of its factors. `Counted.sum`, `Counted.table` and `Counted.bind` only add up the counts of their parts, and `Counted.load` reads a given number for free. The count is meaningful because `contract` and `direct` are built from these operations and apply `load` only to entries of arrays they are given. `Counted.bind` charges an intermediate array once, however often its entries are read later, and this expresses the storage that removes the three powers.

The integrals are a function `V` of four indices in `Fin N`, and each coefficient matrix has type `Matrix (Fin N) (Fin M) R`, with the basis function as row and the orbital as column. `R` is any commutative ring, such as the real or complex numbers. No conjugation is built in: for complex orbitals, one passes conjugated matrices in the positions where the integral convention asks for them. No symmetry of `V` is assumed.

The theorem `four_index_transformation` states three things: every entry of the result of `transform` equals the direct fourfold sum, the count is the four-term expression, and the count is at most `4 * N ^ 5` if `M ≤ N`. Only the third part uses that inequality. `transform_mults_eq_iff` says that, for `M ≤ N`, the bound is attained exactly when `M = N`. `transform_vs_direct` says that both algorithms return the same array and that the stepwise one uses no more multiplications.

The comparison is with the direct algorithm as written, which forms every product afresh; tabulating products of coefficients can make it cheaper. Additions, memory and data movement are not counted, and a complex multiplication counts as one. Floating-point numbers do not form a commutative ring, so the equality says nothing about rounding. The count describes the integral transformation ahead of a correlated calculation when a code carries out exactly these four steps on dense arrays, without permutational symmetry and with the same size $M$ for all four orbital ranges. Actual codes often depart from this model: second-order perturbation theory usually needs only integrals over two occupied and two virtual orbitals, and density fitting works with three-index arrays instead.

```lean
import Mathlib

open Finset

namespace FourIndexTransformation

/-- A computed result together with the number of ring multiplications spent on it. -/
structure Counted (α : Type*) where
  val : α
  mults : ℕ

/-- Reading a stored number costs no multiplication. -/
def Counted.load {α : Type*} (x : α) : Counted α := ⟨x, 0⟩

/-- Run one computation, then a second one that uses its result; the counts add. -/
def Counted.bind {α β : Type*} (x : Counted α) (f : α → Counted β) : Counted β :=
  ⟨(f x.val).val, x.mults + (f x.val).mults⟩

/-- Compute and store every entry of a four-index array; the counts of the entries add. -/
def Counted.table {α β γ δ R : Type*} [Fintype α] [Fintype β] [Fintype γ] [Fintype δ]
    (f : α → β → γ → δ → Counted R) : Counted (α → β → γ → δ → R) :=
  ⟨fun a b c d => (f a b c d).val, ∑ a, ∑ b, ∑ c, ∑ d, (f a b c d).mults⟩

variable {R : Type*} [CommRing R]

/-- The product of two computed numbers costs one multiplication more than its factors. -/
def Counted.mul (x y : Counted R) : Counted R :=
  ⟨x.val * y.val, x.mults + y.mults + 1⟩

/-- Summing computed numbers costs only the multiplications inside the terms. -/
def Counted.sum {ι : Type*} [Fintype ι] (f : ι → Counted R) : Counted R :=
  ⟨∑ i, (f i).val, ∑ i, (f i).mults⟩

section Contraction

variable {α β γ δ ε : Type*} [Fintype α] [Fintype β] [Fintype γ] [Fintype δ] [Fintype ε]

/-- One-index contraction: the first index of the array `T` is summed against the coefficients
`C`, and the new index is placed last. -/
def contract (C : Matrix α ε R) (T : α → β → γ → δ → R) : Counted (β → γ → δ → ε → R) :=
  Counted.table fun b c d p =>
    Counted.sum fun a => Counted.mul (Counted.load (C a p)) (Counted.load (T a b c d))

/-- Each entry produced by a one-index contraction is a single sum over the old index. -/
theorem contract_val (C : Matrix α ε R) (T : α → β → γ → δ → R) (b : β) (c : γ) (d : δ) (p : ε) :
    (contract C T).val b c d p = ∑ a, C a p * T a b c d := rfl

/-- A one-index contraction uses as many multiplications as the product of the ranges of the
four old indices and the new one. -/
theorem contract_mults (C : Matrix α ε R) (T : α → β → γ → δ → R) :
    (contract C T).mults = Fintype.card α * Fintype.card β * Fintype.card γ *
      Fintype.card δ * Fintype.card ε := by
  simp only [contract, Counted.table, Counted.sum, Counted.mul, Counted.load,
    Finset.sum_const, Finset.card_univ, smul_eq_mul]
  ring

end Contraction

/-- A finite fourfold sum may be carried out in the reverse order of its indices. -/
theorem sum_reverse {ι : Type*} [Fintype ι] (F : ι → ι → ι → ι → R) :
    ∑ d, ∑ c, ∑ b, ∑ a, F a b c d = ∑ a, ∑ b, ∑ c, ∑ d, F a b c d := by
  -- the same fact for three indices
  have h3 : ∀ G : ι → ι → ι → R,
      ∑ c, ∑ b, ∑ a, G a b c = ∑ a, ∑ b, ∑ c, G a b c := by
    intro G
    calc ∑ c, ∑ b, ∑ a, G a b c = ∑ c, ∑ a, ∑ b, G a b c :=
          Finset.sum_congr rfl fun c _ => Finset.sum_comm
      _ = ∑ a, ∑ c, ∑ b, G a b c := Finset.sum_comm
      _ = ∑ a, ∑ b, ∑ c, G a b c := Finset.sum_congr rfl fun a _ => Finset.sum_comm
  -- the outermost index `d` is moved inwards past the other three
  calc ∑ d, ∑ c, ∑ b, ∑ a, F a b c d = ∑ d, ∑ a, ∑ b, ∑ c, F a b c d :=
        Finset.sum_congr rfl fun d _ => h3 fun a b c => F a b c d
    _ = ∑ a, ∑ d, ∑ b, ∑ c, F a b c d := Finset.sum_comm
    _ = ∑ a, ∑ b, ∑ d, ∑ c, F a b c d := Finset.sum_congr rfl fun a _ => Finset.sum_comm
    _ = ∑ a, ∑ b, ∑ c, ∑ d, F a b c d :=
        Finset.sum_congr rfl fun a _ => Finset.sum_congr rfl fun b _ => Finset.sum_comm

variable {N M : ℕ}

/-- The four-step transformation: four one-index contractions in succession, each acting on the
stored result of the one before. -/
def transform (C₁ C₂ C₃ C₄ : Matrix (Fin N) (Fin M) R)
    (V : Fin N → Fin N → Fin N → Fin N → R) :
    Counted (Fin M → Fin M → Fin M → Fin M → R) :=
  (contract C₁ V).bind fun T₁ => (contract C₂ T₁).bind fun T₂ =>
    (contract C₃ T₂).bind fun T₃ => contract C₄ T₃

/-- The direct transformation: every orbital integral is computed separately as a fourfold sum
of products of four coefficients and one basis-function integral. -/
def direct (C₁ C₂ C₃ C₄ : Matrix (Fin N) (Fin M) R)
    (V : Fin N → Fin N → Fin N → Fin N → R) :
    Counted (Fin M → Fin M → Fin M → Fin M → R) :=
  Counted.table fun p q r s =>
    Counted.sum fun μ => Counted.sum fun ν => Counted.sum fun κ => Counted.sum fun σ =>
      ((((Counted.load (C₁ μ p)).mul (Counted.load (C₂ ν q))).mul
        (Counted.load (C₃ κ r))).mul (Counted.load (C₄ σ s))).mul (Counted.load (V μ ν κ σ))

/-- The four-step transformation uses `N⁴M + N³M² + N²M³ + NM⁴` multiplications. -/
theorem transform_mults (C₁ C₂ C₃ C₄ : Matrix (Fin N) (Fin M) R)
    (V : Fin N → Fin N → Fin N → Fin N → R) :
    (transform C₁ C₂ C₃ C₄ V).mults =
      N ^ 4 * M + N ^ 3 * M ^ 2 + N ^ 2 * M ^ 3 + N * M ^ 4 := by
  simp only [transform, Counted.bind, contract_mults, Fintype.card_fin]
  ring

/-- Four successive one-index contractions give the direct fourfold sum, with
`N⁴M + N³M² + N²M³ + NM⁴` multiplications, which is at most `4N⁵` when `M ≤ N`. -/
theorem four_index_transformation (C₁ C₂ C₃ C₄ : Matrix (Fin N) (Fin M) R)
    (V : Fin N → Fin N → Fin N → Fin N → R) :
    (∀ p q r s, (transform C₁ C₂ C₃ C₄ V).val p q r s =
      ∑ μ, ∑ ν, ∑ κ, ∑ σ, C₁ μ p * C₂ ν q * C₃ κ r * C₄ σ s * V μ ν κ σ) ∧
    (transform C₁ C₂ C₃ C₄ V).mults =
      N ^ 4 * M + N ^ 3 * M ^ 2 + N ^ 2 * M ^ 3 + N * M ^ 4 ∧
    (M ≤ N → (transform C₁ C₂ C₃ C₄ V).mults ≤ 4 * N ^ 5) := by
  refine ⟨fun p q r s => ?_, transform_mults C₁ C₂ C₃ C₄ V, fun h => ?_⟩
  · -- expand the nested sums, then reverse their order
    simp only [transform, Counted.bind, contract_val, Finset.mul_sum]
    refine (sum_reverse fun μ ν κ σ =>
      C₄ σ s * (C₃ κ r * (C₂ ν q * (C₁ μ p * V μ ν κ σ)))).trans ?_
    refine Finset.sum_congr rfl fun μ _ => Finset.sum_congr rfl fun ν _ =>
      Finset.sum_congr rfl fun κ _ => Finset.sum_congr rfl fun σ _ => ?_
    ring
  · -- each of the four steps costs at most `N⁵`
    rw [transform_mults]
    have h1 : N ^ 4 * M ≤ N ^ 4 * N := by gcongr
    have h2 : N ^ 3 * M ^ 2 ≤ N ^ 3 * N ^ 2 := by gcongr
    have h3 : N ^ 2 * M ^ 3 ≤ N ^ 2 * N ^ 3 := by gcongr
    have h4 : N * M ^ 4 ≤ N * N ^ 4 := by gcongr
    linarith

/-- For `M ≤ N` the bound `4N⁵` is reached exactly when there are as many orbitals as basis
functions. -/
theorem transform_mults_eq_iff (C₁ C₂ C₃ C₄ : Matrix (Fin N) (Fin M) R)
    (V : Fin N → Fin N → Fin N → Fin N → R) (h : M ≤ N) :
    (transform C₁ C₂ C₃ C₄ V).mults = 4 * N ^ 5 ↔ M = N := by
  rw [transform_mults]
  constructor
  · intro e
    by_contra hne
    have hlt : M < N := lt_of_le_of_ne h hne
    have hN : 0 < N := by omega
    -- the first step is already strictly cheaper than `N⁵`
    have h1 : N ^ 4 * M < N ^ 4 * N := by gcongr
    have h2 : N ^ 3 * M ^ 2 ≤ N ^ 3 * N ^ 2 := by gcongr
    have h3 : N ^ 2 * M ^ 3 ≤ N ^ 2 * N ^ 3 := by gcongr
    have h4 : N * M ^ 4 ≤ N * N ^ 4 := by gcongr
    linarith
  · intro e
    rw [e]
    ring

/-- The direct transformation uses `4N⁴M⁴` multiplications. -/
theorem direct_mults (C₁ C₂ C₃ C₄ : Matrix (Fin N) (Fin M) R)
    (V : Fin N → Fin N → Fin N → Fin N → R) :
    (direct C₁ C₂ C₃ C₄ V).mults = 4 * N ^ 4 * M ^ 4 := by
  simp only [direct, Counted.table, Counted.sum, Counted.mul, Counted.load,
    Finset.sum_const, Finset.card_univ, Fintype.card_fin, smul_eq_mul]
  ring

/-- The four-step and the direct transformation give the same orbital integrals, and the
four-step one never uses more multiplications. -/
theorem transform_vs_direct (C₁ C₂ C₃ C₄ : Matrix (Fin N) (Fin M) R)
    (V : Fin N → Fin N → Fin N → Fin N → R) :
    (transform C₁ C₂ C₃ C₄ V).val = (direct C₁ C₂ C₃ C₄ V).val ∧
    (transform C₁ C₂ C₃ C₄ V).mults ≤ (direct C₁ C₂ C₃ C₄ V).mults := by
  constructor
  · funext p q r s
    exact (four_index_transformation C₁ C₂ C₃ C₄ V).1 p q r s
  · rw [transform_mults, direct_mults]
    rcases Nat.eq_zero_or_pos N with hN | hN
    · simp [hN]
    rcases Nat.eq_zero_or_pos M with hM | hM
    · simp [hM]
    -- each step costs at most `N⁴M⁴`
    have key : ∀ a b : ℕ, a ≤ 4 → b ≤ 4 → N ^ a * M ^ b ≤ N ^ 4 * M ^ 4 :=
      fun a b ha hb =>
        Nat.mul_le_mul (Nat.pow_le_pow_right hN ha) (Nat.pow_le_pow_right hM hb)
    have h1 := key 4 1 (by norm_num) (by norm_num)
    have h2 := key 3 2 (by norm_num) (by norm_num)
    have h3 := key 2 3 (by norm_num) (by norm_num)
    have h4 := key 1 4 (by norm_num) (by norm_num)
    rw [pow_one] at h1 h4
    linarith

end FourIndexTransformation
```

```lean
#print axioms FourIndexTransformation.four_index_transformation
#print axioms FourIndexTransformation.transform_mults_eq_iff
#print axioms FourIndexTransformation.transform_vs_direct
```

```
'FourIndexTransformation.four_index_transformation' depends on axioms: [propext, Classical.choice, Quot.sound]
'FourIndexTransformation.transform_mults_eq_iff' depends on axioms: [propext, Classical.choice, Quot.sound]
'FourIndexTransformation.transform_vs_direct' depends on axioms: [propext, Classical.choice, Quot.sound]
```

## From a single contraction to the full transformation

`contract_val` says that an entry of a contraction is a single sum, which holds by definition. `contract_mults` gives its cost for arbitrary finite index ranges: `simp only` turns sums of constants into products of range sizes, and `ring` puts the factors in order. The general ranges matter because the intermediate arrays mix basis-function and orbital indices. `transform_mults` applies this lemma four times and adds the results.

`sum_reverse` is the reordering of the fourfold sum. It first reverses three sums by exchanging neighbours with `Finset.sum_comm`, then moves the remaining outer index inwards past the other three.

In the main theorem, `simp only` with `contract_val` and `Finset.mul_sum` inserts the four steps into one another and multiplies out. This leaves the sum over `σ` outermost and the sum over `μ` innermost. `sum_reverse` restores the order, `Finset.sum_congr` reduces the claim to a comparison of single terms, and `ring` rearranges the factors. For the bound, `gcongr` replaces `M` by `N` in each of the four terms, and `linarith` adds the inequalities.

The equality case assumes `M ≠ N` and derives a contradiction from the strict inequality `N ^ 4 * M < N ^ 4 * N` together with the other three bounds. The converse substitutes `M = N`.

`direct_mults` counts the direct algorithm in the same way as a single contraction. In `transform_vs_direct`, the equality of the arrays is the first part of the main theorem, read entry by entry. For the costs, the cases `N = 0` and `M = 0` are treated separately. With both positive, the auxiliary statement `key` bounds `N ^ a * M ^ b` by `N ^ 4 * M ^ 4` whenever both exponents are at most 4, and its four instances add up to the claim.
